# The particle permutations that fix an assignment of particles to modes number the product of the occupation factorials

Put each of N labelled particles in one of d modes, with N and d finite, and let the occupation number of a mode be the number of particles in it. The theorem `card_fixing` says that the permutations of the particles which leave every label's mode unchanged number exactly the product, over all modes, of the factorials of the occupation numbers. This is a counting statement about a single assignment `x`, and no Hamiltonian or state vector enters it. The attempt takes the count from Mathlib's `DomMulAct.stabilizer_card`, where it is phrased with cardinalities of subtypes, and then tries to turn these into the cardinalities of filtered sets used in the theorem.

The failing Lean file:

```lean
import Mathlib

open Finset ComplexConjugate

namespace BosonOccupationNorm

noncomputable section

variable {N d : ℕ}

/-- The occupation number of mode `s`: how many particles sit in it. -/
def occ (x : Fin N → Fin d) (s : Fin d) : ℕ := (univ.filter fun i => x i = s).card

/-- The product of the factorials of all occupation numbers. -/
def occFactorial (x : Fin N → Fin d) : ℕ := ∏ s, (occ x s).factorial

/-- The number of particle permutations that leave a configuration unchanged is the
product of the factorials of its occupation numbers. -/
theorem card_fixing (x : Fin N → Fin d) :
    (univ.filter fun σ : Equiv.Perm (Fin N) => x ∘ σ = x).card = occFactorial x := by
  have h : Fintype.card {σ : Equiv.Perm (Fin N) // x ∘ σ = x}
      = ∏ s, (Fintype.card {i // x i = s}).factorial := by
    first
      | exact DomMulAct.stabilizer_card x
      | exact DomMulAct.stabilizer_card
  simpa only [Fintype.card_subtype] using h

end

end BosonOccupationNorm
```

The error:

```
Main.lean:26:2: error: Type mismatch: After simplification, term
  h
 has type
  @Eq ℕ (#{x_1 | x ∘ ⇑x_1 = x}) (∏ x_1, (#{x_2 | x x_2 = x_1}).factorial)
but is expected to have type
  @Eq ℕ (#{σ | x ∘ ⇑σ = x}) (occFactorial x)
```

The message says that `h`, once simplified, does not match the goal. The left sides agree in form, but on the right `h` has an explicit product of factorials where the goal still has `occFactorial x`. The two are equal by definition, but `simpa only [Fintype.card_subtype]` was not given the definitions `occFactorial` and `occ` to unfold, and its closing comparison unfolds only definitions marked reducible, which these ordinary `def`s are not.

The repair splits the step in two. `simp only [Fintype.card_subtype] at h` rewrites the subtype cardinalities in `h` as before, and `exact h` then compares `h` with the goal at default transparency, where Lean may unfold `occFactorial` and `occ` and finds that the two sides agree.

Replacing the `first` block with its first alternative, `exact DomMulAct.stabilizer_card x`, is mere tidying: the error was not there, and that alternative works by itself.

Fix (accepted with no message):

```diff
@@ -21,8 +21,7 @@
   have h : Fintype.card {σ : Equiv.Perm (Fin N) // x ∘ σ = x}
       = ∏ s, (Fintype.card {i // x i = s}).factorial := by
-    first
-      | exact DomMulAct.stabilizer_card x
-      | exact DomMulAct.stabilizer_card
-  simpa only [Fintype.card_subtype] using h
+    exact DomMulAct.stabilizer_card x
+  simp only [Fintype.card_subtype] at h
+  exact h
 
 end
```
